# Planck moments and the leading dynamic correction to a single-transition blackbody shift below resonance

## The shift and its units

Thermal radiation shifts an atomic level through the level's polarizability α(ω), where ω is the angular frequency of the field. At low temperature the static value α(0) gives most of the shift, and the frequency dependence of α gives a small correction. The aim is the leading coefficient of that correction for a single transition.

Units are ħ = c = ε₀ = k = 1, so the temperature T is also a frequency. The mean-square electric field has the spectrum ω³/(π²(exp(ω/T) − 1)), and the shift is

S(T) = −(1/(2π²)) ∫₀^∞ α(ω) ω³/(exp(ω/T) − 1) dω.

In Lean this is `blackbodyShift α T`, with `Ioi 0` for the range ω > 0.

```lean
import Mathlib

open MeasureTheory Set Filter Topology Real

namespace BlackbodyShift

noncomputable section

/-- The light shift of a level with polarizability `α` in thermal radiation of temperature
`T > 0`, in units `ħ = c = ε₀ = k = 1`: minus one half of the polarizability integrated against
the spectrum `ω³ / (π² (exp (ω/T) - 1))` of the mean-square electric field. -/
def blackbodyShift (α : ℝ → ℝ) (T : ℝ) : ℝ :=
  -(1 / (2 * π ^ 2)) * ∫ ω in Ioi (0 : ℝ), α ω * (ω ^ 3 / (Real.exp (ω / T) - 1))
```

A transition of frequency ω₀ has α(ω) = f/(ω₀² − ω²). The letter f often denotes the dimensionless oscillator strength; here it also contains the factor e²/m.

```lean
/-- The polarizability of a single transition of frequency `ω₀` and strength `f`,
for `ω² ≠ ω₀²`. -/
def polarizability (f ω₀ ω : ℝ) : ℝ := f / (ω₀ ^ 2 - ω ^ 2)
```

## Two Planck moments

Substituting u = rx, with r > 0, gives

∫₀^∞ xⁿ exp(−rx) dx = r^(−n−1) ∫₀^∞ uⁿ exp(−u) du = n!/r^(n+1).

```lean
/-- The moment of order `n` of a Boltzmann exponential with decay rate `r > 0` is
`n! / r ^ (n + 1)`. -/
theorem boltzmann_moment (n : ℕ) {r : ℝ} (hr : 0 < r) :
    ∫ x in Ioi (0 : ℝ), x ^ n * Real.exp (-(r * x)) = n.factorial / r ^ (n + 1) := by
  have h := Real.integral_rpow_mul_exp_neg_mul_Ioi (a := (n : ℝ) + 1) (by positivity) hr
  rw [Real.Gamma_nat_eq_factorial] at h
  simp only [add_sub_cancel_right, Real.rpow_natCast] at h
  have e : (n : ℝ) + 1 = ((n + 1 : ℕ) : ℝ) := by norm_num
  rw [h, e, Real.rpow_natCast, one_div, inv_pow, div_eq_mul_inv, mul_comm]
```

For x > 0 the Planck factor is a geometric series:

1/(exp(x) − 1) = exp(−x)/(1 − exp(−x)) = Σ_{k≥0} exp(−(k+1)x).

Integrating term by term gives

∫₀^∞ xⁿ/(exp(x) − 1) dx = n! Σ_{k≥0} 1/(k+1)^(n+1).

The hypothesis `hz` says that the last sum converges to z. The smallest order that meets it is n = 1, with moment π²/6; at n = 0 the sum is the harmonic series.

In the proof, `hgeo` is the series expansion. All terms are positive, so `hnorm`, the summability needed to exchange sum and integral, follows from `hz`. Each term is integrable because its integral is nonzero, whereas Lean assigns 0 to the integral of a non-integrable function.

```lean
/-- If the sum of `1 / k ^ (n + 1)` over the positive integers converges to `z`, the Planck moment
of order `n` is `n! z`. -/
theorem planck_moment (n : ℕ) {z : ℝ}
    (hz : HasSum (fun k : ℕ => 1 / ((k : ℝ) + 1) ^ (n + 1)) z) :
    ∫ x in Ioi (0 : ℝ), x ^ n / (Real.exp x - 1) = n.factorial * z := by
  let F : ℕ → ℝ → ℝ := fun k x => x ^ n * Real.exp (-(((k : ℝ) + 1) * x))
  have hF : ∀ k, ∫ x in Ioi (0 : ℝ), F k x = n.factorial / ((k : ℝ) + 1) ^ (n + 1) :=
    fun k => boltzmann_moment n (by positivity)
  have hs : HasSum (fun k => ∫ x in Ioi (0 : ℝ), F k x) (n.factorial * z) := by
    have e : (fun k => ∫ x in Ioi (0 : ℝ), F k x) =
        fun k : ℕ => (n.factorial : ℝ) * (1 / ((k : ℝ) + 1) ^ (n + 1)) := by
      funext k
      rw [hF k, mul_one_div]
    rw [e]
    exact hz.mul_left _
  have hint : ∀ k, Integrable (F k) (volume.restrict (Ioi 0)) := by
    intro k
    by_contra h
    have h1 := hF k
    rw [integral_undef h] at h1
    have h2 : 0 < (n.factorial : ℝ) / ((k : ℝ) + 1) ^ (n + 1) := by positivity
    linarith
  have hnorm : Summable (fun k => ∫ x in Ioi (0 : ℝ), ‖F k x‖) := by
    have e : (fun k => ∫ x in Ioi (0 : ℝ), ‖F k x‖) = fun k => ∫ x in Ioi (0 : ℝ), F k x := by
      funext k
      refine setIntegral_congr_fun measurableSet_Ioi (fun x hx => ?_)
      exact Real.norm_of_nonneg
        (mul_nonneg (pow_nonneg (mem_Ioi.1 hx).le n) (Real.exp_pos _).le)
    rw [e]
    exact hs.summable
  -- the Planck factor is a geometric series of Boltzmann exponentials
  have hgeo : ∫ x in Ioi (0 : ℝ), x ^ n / (Real.exp x - 1) =
      ∫ x in Ioi (0 : ℝ), ∑' k, F k x := by
    refine setIntegral_congr_fun measurableSet_Ioi (fun x hx => ?_)
    have hx0 : 0 < x := hx
    have hlt : Real.exp (-x) < 1 := Real.exp_lt_one_iff.2 (by linarith)
    have hE : Real.exp (-x) * Real.exp x = 1 := by rw [← Real.exp_add]; simp
    have ha : Real.exp x - 1 ≠ 0 := ne_of_gt (by linarith [Real.add_one_le_exp x])
    have hb : 1 - Real.exp (-x) ≠ 0 := (sub_pos.2 hlt).ne'
    have hg := (hasSum_geometric_of_lt_one (Real.exp_pos (-x)).le hlt).mul_left
      (x ^ n * Real.exp (-x))
    have e : (fun k => F k x) = fun k : ℕ => x ^ n * Real.exp (-x) * Real.exp (-x) ^ k := by
      funext k
      change x ^ n * Real.exp (-(((k : ℝ) + 1) * x)) = _
      rw [← Real.exp_nat_mul, mul_assoc, ← Real.exp_add]
      congr 2
      ring
    change x ^ n / (Real.exp x - 1) = ∑' k, F k x
    rw [e, hg.tsum_eq, ← div_eq_mul_inv, div_eq_div_iff ha hb]
    linear_combination (-x ^ n) * hE
  rw [hgeo]
  exact (hasSum_integral_of_summable_integral_norm hint hnorm).unique hs
```

For n = 3 the sum is π⁴/90, and 3! · π⁴/90 = π⁴/15.

```lean
/-- The third Planck moment is `π⁴/15`. -/
theorem planck_third_moment :
    ∫ x in Ioi (0 : ℝ), x ^ 3 / (Real.exp x - 1) = π ^ 4 / 15 := by
  have h : HasSum (fun k : ℕ => 1 / ((k : ℝ) + 1) ^ (3 + 1)) (π ^ 4 / 90) := by
    simpa using (hasSum_nat_add_iff' 1).2 hasSum_zeta_four
  rw [planck_moment 3 h, show (Nat.factorial 3 : ℝ) = 6 by norm_num [Nat.factorial]]
  ring
```

For n = 5 the sum follows from the Bernoulli number B₆ = 1/42:

Σ_{k≥0} 1/(k+1)⁶ = 2⁵π⁶B₆/6! = π⁶/945,

and 5! · π⁶/945 = 8π⁶/63. The proof computes B₆ from the recursion and inserts it into Mathlib's formula for even zeta values. The ratio of the fifth moment to the third is 40π²/21.

```lean
/-- The fifth Planck moment is `8π⁶/63`. -/
theorem planck_fifth_moment :
    ∫ x in Ioi (0 : ℝ), x ^ 5 / (Real.exp x - 1) = 8 * π ^ 6 / 63 := by
  have b5 : bernoulli' 5 = 0 := by
    rw [bernoulli'_def]
    norm_num [Finset.sum_range_succ, Nat.choose]
  have b6 : bernoulli' 6 = 1 / 42 := by
    rw [bernoulli'_def]
    norm_num [Finset.sum_range_succ, Nat.choose, b5]
  have hB : ((bernoulli (2 * 3) : ℚ) : ℝ) = 1 / 42 := by
    rw [bernoulli_eq_bernoulli'_of_ne_one (by norm_num), show 2 * 3 = 6 from rfl, b6]
    norm_num
  have hf : ((2 * 3).factorial : ℝ) = 720 := by norm_num [Nat.factorial]
  have h6 := hasSum_zeta_nat (k := 3) (by norm_num)
  rw [hB, hf] at h6
  have e : (-1 : ℝ) ^ (3 + 1) * 2 ^ (2 * 3 - 1) * π ^ (2 * 3) * (1 / 42) / 720 = π ^ 6 / 945 := by
    rw [show 2 * 3 - 1 = 5 from rfl]
    ring
  rw [e] at h6
  have h : HasSum (fun k : ℕ => 1 / ((k : ℝ) + 1) ^ (5 + 1)) (π ^ 6 / 945) := by
    simpa using (hasSum_nat_add_iff' 1).2 h6
  rw [planck_moment 5 h, show (Nat.factorial 5 : ℝ) = 120 by norm_num [Nat.factorial]]
  ring
```

## The T⁴ law

With ω = Tx, the factors ω³ and dω supply T⁴:

S(T) = −(T⁴/(2π²)) ∫₀^∞ α(Tx) x³/(exp(x) − 1) dx.

```lean
/-- At temperature `T > 0` the shift is `T⁴` times an integral over the reduced frequency
`x = ω/T`. -/
theorem blackbodyShift_rescale (α : ℝ → ℝ) {T : ℝ} (hT : 0 < T) :
    blackbodyShift α T = -(1 / (2 * π ^ 2)) *
      (T ^ 4 * ∫ x in Ioi (0 : ℝ), α (T * x) * (x ^ 3 / (Real.exp x - 1))) := by
  have h := integral_comp_mul_left_Ioi
    (fun ω => α ω * (ω ^ 3 / (Real.exp (ω / T) - 1))) 0 hT
  have e : ∀ x : ℝ, α (T * x) * ((T * x) ^ 3 / (Real.exp (T * x / T) - 1)) =
      T ^ 3 * (α (T * x) * (x ^ 3 / (Real.exp x - 1))) := by
    intro x
    rw [mul_div_cancel_left₀ x hT.ne']
    ring
  simp only [e, integral_const_mul, mul_zero, smul_eq_mul] at h
  rw [eq_inv_mul_iff_mul_eq₀ hT.ne'] at h
  rw [blackbodyShift, ← h]
  ring
```

For a constant polarizability a, the third moment gives

S(T) = −(T⁴/(2π²)) · a · π⁴/15 = −π²aT⁴/30.

```lean
/-- A frequency-independent polarizability `a` gives the shift `-π² a T⁴ / 30` at `T > 0`. -/
theorem static_shift (a : ℝ) {T : ℝ} (hT : 0 < T) :
    blackbodyShift (fun _ => a) T = -(π ^ 2 / 30) * a * T ^ 4 := by
  rw [blackbodyShift_rescale _ hT]
  simp only [integral_const_mul, planck_third_moment]
  field_simp
  ring
```

## The T⁶ correction for a general response

Let a be the static value and write α(ω) = a + ω² q(ω). Subtracting the static shift leaves

S(T) − S_static(T) = −(T⁶/(2π²)) ∫₀^∞ q(Tx) x⁵/(exp(x) − 1) dx.

Suppose that |q(ω)| ≤ C for all ω > 0 (`hC`) and that q(ω) → a₂ as ω → 0 from above (`hlim`). The integrand, called `F T x` in the proof, is then bounded by C x⁵/(exp(x) − 1), which is integrable and independent of T. By dominated convergence,

(S(T) − S_static(T))/T⁶ → −(1/(2π²)) · a₂ · 8π⁶/63 = −4π⁴a₂/63.

The filter `𝓝[>] 0` expresses the approach to zero from above. In the proof, `hb` is the bound, `hJ` the limit of the integral, and `hs` the separation of the static part.

The low-frequency limit alone is not enough. The function α(ω) = exp(ω²), a mathematical example and not a physical polarizability, has a = 1 and a₂ = 1, but the thermal factor decays only as exp(−ω/T), so the shift integral diverges at every T > 0.

```lean
/-- Let a measurable polarizability differ from `a` by at most `C ω²` at all `ω > 0`, and by
`a₂ ω²` to leading order as `ω → 0`. Then its shift differs from the static one by
`-(4π⁴/63) a₂ T⁶` to leading order as `T → 0`. -/
theorem dynamic_correction {α : ℝ → ℝ} {a a₂ C : ℝ} (hα : Measurable α)
    (hC : ∀ ω, 0 < ω → |α ω - a| ≤ C * ω ^ 2)
    (hlim : Tendsto (fun ω => (α ω - a) / ω ^ 2) (𝓝[>] 0) (𝓝 a₂)) :
    Tendsto (fun T => (blackbodyShift α T - blackbodyShift (fun _ => a) T) / T ^ 6)
      (𝓝[>] 0) (𝓝 (-(4 * π ^ 4 / 63) * a₂)) := by
  let F : ℝ → ℝ → ℝ := fun T x => (α (T * x) - a) / (T * x) ^ 2 * (x ^ 5 / (Real.exp x - 1))
  have i3 : Integrable (fun x : ℝ => x ^ 3 / (Real.exp x - 1)) (volume.restrict (Ioi 0)) := by
    by_contra h
    have h1 := planck_third_moment
    rw [integral_undef h] at h1
    have h2 : 0 < π ^ 4 / 15 := by positivity
    linarith
  have i5 : Integrable (fun x : ℝ => x ^ 5 / (Real.exp x - 1)) (volume.restrict (Ioi 0)) := by
    by_contra h
    have h1 := planck_fifth_moment
    rw [integral_undef h] at h1
    have h2 : 0 < 8 * π ^ 6 / 63 := by positivity
    linarith
  have hm : ∀ T, AEStronglyMeasurable (F T) (volume.restrict (Ioi 0)) := by
    intro T
    have h : Measurable (F T) := by
      dsimp only [F]
      fun_prop
    exact h.aestronglyMeasurable
  have hb : ∀ T, 0 < T → ∀ᵐ x ∂(volume.restrict (Ioi (0 : ℝ))),
      ‖F T x‖ ≤ C * (x ^ 5 / (Real.exp x - 1)) := by
    intro T hT
    refine ae_restrict_of_forall_mem measurableSet_Ioi (fun x hx => ?_)
    have hx0 : 0 < x := hx
    have hp : 0 ≤ x ^ 5 / (Real.exp x - 1) :=
      div_nonneg (by positivity) (by linarith [Real.add_one_le_exp x])
    have hq : 0 < (T * x) ^ 2 := by positivity
    dsimp only [F]
    rw [norm_mul, Real.norm_of_nonneg hp, Real.norm_eq_abs, abs_div, abs_of_pos hq]
    refine mul_le_mul_of_nonneg_right ?_ hp
    rw [div_le_iff₀ hq]
    exact hC _ (mul_pos hT hx0)
  -- dominated convergence with the fifth-moment integrand as majorant
  have hJ : Tendsto (fun T => ∫ x in Ioi (0 : ℝ), F T x) (𝓝[>] 0)
      (𝓝 (a₂ * (8 * π ^ 6 / 63))) := by
    rw [← planck_fifth_moment, ← integral_const_mul]
    refine tendsto_integral_filter_of_dominated_convergence
      (fun x => C * (x ^ 5 / (Real.exp x - 1))) (Eventually.of_forall hm) ?_ (i5.const_mul C) ?_
    · filter_upwards [self_mem_nhdsWithin] with T hT
      exact hb T hT
    · refine ae_restrict_of_forall_mem measurableSet_Ioi (fun x hx => ?_)
      have h0 : Tendsto (fun T : ℝ => T * x) (𝓝 0) (𝓝 0) :=
        Continuous.tendsto' (by fun_prop) 0 0 (by simp)
      have h1 : Tendsto (fun T : ℝ => T * x) (𝓝[>] 0) (𝓝[>] 0) := by
        refine tendsto_nhdsWithin_iff.2 ⟨h0.mono_left nhdsWithin_le_nhds, ?_⟩
        filter_upwards [self_mem_nhdsWithin] with T hT
        exact mem_Ioi.2 (mul_pos (mem_Ioi.1 hT) (mem_Ioi.1 hx))
      exact (hlim.comp h1).mul_const _
  have e : -(4 * π ^ 4 / 63) * a₂ = -(1 / (2 * π ^ 2)) * (a₂ * (8 * π ^ 6 / 63)) := by
    field_simp
    ring
  rw [e]
  refine (hJ.const_mul (-(1 / (2 * π ^ 2)))).congr' ?_
  filter_upwards [self_mem_nhdsWithin] with T hT
  have hT0 : 0 < T := hT
  have iF : Integrable (F T) (volume.restrict (Ioi 0)) := (i5.const_mul C).mono' (hm T) (hb T hT0)
  -- split off the static part of the response
  have hs : ∫ x in Ioi (0 : ℝ), α (T * x) * (x ^ 3 / (Real.exp x - 1)) =
      T ^ 2 * (∫ x in Ioi (0 : ℝ), F T x) +
        a * ∫ x in Ioi (0 : ℝ), x ^ 3 / (Real.exp x - 1) := by
    rw [← integral_const_mul, ← integral_const_mul,
      ← integral_add (iF.const_mul _) (i3.const_mul _)]
    refine setIntegral_congr_fun measurableSet_Ioi (fun x hx => ?_)
    have hx0 : x ≠ 0 := (mem_Ioi.1 hx).ne'
    have hd : Real.exp x - 1 ≠ 0 := by
      have := Real.add_one_le_exp x
      have := mem_Ioi.1 hx
      exact ne_of_gt (by linarith)
    dsimp only [F]
    field_simp
    ring
  rw [blackbodyShift_rescale α hT0, blackbodyShift_rescale _ hT0, hs, integral_const_mul]
  field_simp
  ring
```

## A single transition below resonance

The polarizability of the transition has a non-integrable pole at ω₀. The response is therefore kept only up to a fixed frequency Ω with 0 < Ω < ω₀ and set to zero above it, which is the meaning of `indicator (Iic Ω)`. The static shift, with a = f/ω₀², keeps the full thermal spectrum.

For 0 < ω ≤ Ω,

α(ω) − a = f ω²/(ω₀²(ω₀² − ω²)),

so a₂ = f/ω₀⁴ and |q(ω)| ≤ |f|/(ω₀²(ω₀² − Ω²)). For ω > Ω the deviation has size |f|/ω₀², which is at most |f|ω²/(ω₀²Ω²). The proof takes the sum of the two constants as C (`hbound`).

Dividing by S_static(T) = −π²fT⁴/(30ω₀²), which requires f ≠ 0, gives

(S(T)/S_static(T) − 1)/(T/ω₀)² → (4π⁴f/(63ω₀⁴)) · (30ω₀⁴/(π²f)) = 40π²/21.

The limit does not depend on Ω. In ordinary units T/ω₀ is kT/(ħω₀).

```lean
/-- For a transition with `f ≠ 0` driven by thermal radiation of frequencies up to `Ω`, where
`0 < Ω < ω₀`, the relative deviation from the static shift in the full thermal spectrum is
`(40π²/21) (T/ω₀)²` to leading order as `T → 0`. -/
theorem single_transition_correction {f ω₀ Ω : ℝ} (hf : f ≠ 0) (hΩ : 0 < Ω) (hΩω : Ω < ω₀) :
    Tendsto (fun T => (blackbodyShift (indicator (Iic Ω) (polarizability f ω₀)) T /
        blackbodyShift (fun _ => polarizability f ω₀ 0) T - 1) / (T / ω₀) ^ 2)
      (𝓝[>] 0) (𝓝 (40 * π ^ 2 / 21)) := by
  have hω₀ : 0 < ω₀ := hΩ.trans hΩω
  have hgap : 0 < ω₀ ^ 2 - Ω ^ 2 := by nlinarith
  have hα0 : polarizability f ω₀ 0 = f / ω₀ ^ 2 := by simp [polarizability]
  have hmeas : Measurable (polarizability f ω₀) := by
    change Measurable (fun ω => f / (ω₀ ^ 2 - ω ^ 2))
    fun_prop
  have hdiff : ∀ ω, 0 < ω → ω ≤ Ω → indicator (Iic Ω) (polarizability f ω₀) ω - f / ω₀ ^ 2 =
      f / (ω₀ ^ 2 * (ω₀ ^ 2 - ω ^ 2)) * ω ^ 2 := by
    intro ω hω h
    have hd : ω₀ ^ 2 - ω ^ 2 ≠ 0 := ne_of_gt (by nlinarith)
    rw [show indicator (Iic Ω) (polarizability f ω₀) ω = f / (ω₀ ^ 2 - ω ^ 2) by
      simp [Set.indicator, h, polarizability]]
    field_simp
    ring
  have hA : 0 ≤ |f| / (ω₀ ^ 2 * (ω₀ ^ 2 - Ω ^ 2)) := by positivity
  have hB : 0 ≤ |f| / (ω₀ ^ 2 * Ω ^ 2) := by positivity
  have hbound : ∀ ω, 0 < ω → |indicator (Iic Ω) (polarizability f ω₀) ω - f / ω₀ ^ 2| ≤
      (|f| / (ω₀ ^ 2 * (ω₀ ^ 2 - Ω ^ 2)) + |f| / (ω₀ ^ 2 * Ω ^ 2)) * ω ^ 2 := by
    intro ω hω
    by_cases h : ω ≤ Ω
    · have h2 : ω₀ ^ 2 - Ω ^ 2 ≤ ω₀ ^ 2 - ω ^ 2 := by nlinarith
      have h3 : 0 < ω₀ ^ 2 * (ω₀ ^ 2 - ω ^ 2) := mul_pos (by positivity) (by linarith)
      have h4 : |f| / (ω₀ ^ 2 * (ω₀ ^ 2 - ω ^ 2)) ≤ |f| / (ω₀ ^ 2 * (ω₀ ^ 2 - Ω ^ 2)) :=
        div_le_div_of_nonneg_left (abs_nonneg f) (by positivity)
          (mul_le_mul_of_nonneg_left h2 (by positivity))
      rw [hdiff ω hω h, abs_mul, abs_div, abs_of_pos h3, abs_of_pos (pow_pos hω 2)]
      exact mul_le_mul_of_nonneg_right (by linarith) (by positivity)
    · have h1 : Ω ^ 2 ≤ ω ^ 2 := by nlinarith [not_le.1 h]
      have h2 : |f| / ω₀ ^ 2 = |f| / (ω₀ ^ 2 * Ω ^ 2) * Ω ^ 2 := by field_simp
      rw [show indicator (Iic Ω) (polarizability f ω₀) ω = 0 by simp [Set.indicator, h],
        zero_sub, abs_neg, abs_div, abs_of_pos (pow_pos hω₀ 2), h2]
      exact mul_le_mul (by linarith) h1 (by positivity) (by linarith)
  have hlim : Tendsto (fun ω => (indicator (Iic Ω) (polarizability f ω₀) ω - f / ω₀ ^ 2) / ω ^ 2)
      (𝓝[>] 0) (𝓝 (f / ω₀ ^ 4)) := by
    have hc : ContinuousAt (fun ω : ℝ => f / (ω₀ ^ 2 * (ω₀ ^ 2 - ω ^ 2))) 0 :=
      ContinuousAt.div (by fun_prop) (by fun_prop) (by simp [hω₀.ne'])
    rw [show f / ω₀ ^ 4 = f / (ω₀ ^ 2 * (ω₀ ^ 2 - 0 ^ 2)) by congr 1; ring]
    refine (hc.tendsto.mono_left nhdsWithin_le_nhds).congr' ?_
    filter_upwards [Ioo_mem_nhdsGT hΩ] with ω hω
    rw [hdiff ω hω.1 hω.2.le, mul_div_cancel_right₀ _ (pow_pos hω.1 2).ne']
  have key := (dynamic_correction (hmeas.indicator measurableSet_Iic) hbound hlim).mul_const
    (-(30 * ω₀ ^ 4 / (π ^ 2 * f)))
  have e : 40 * π ^ 2 / 21 =
      -(4 * π ^ 4 / 63) * (f / ω₀ ^ 4) * (-(30 * ω₀ ^ 4 / (π ^ 2 * f))) := by
    field_simp
    norm_num
  rw [e]
  refine key.congr' ?_
  -- divide the T⁶ correction by the static T⁴ shift
  filter_upwards [self_mem_nhdsWithin] with T hT
  have hT0 : T ≠ 0 := (mem_Ioi.1 hT).ne'
  rw [hα0, static_shift _ hT]
  generalize blackbodyShift (indicator (Iic Ω) (polarizability f ω₀)) T = S
  field_simp
  ring

end

end BlackbodyShift
```

```lean
#print axioms BlackbodyShift.single_transition_correction
-- 'BlackbodyShift.single_transition_correction' depends on axioms: [propext, Classical.choice, Quot.sound]
```

## From the cut-off response to an atom

A real atom also responds to radiation above Ω, both around the resonance and beyond it, and the cut-off leaves that part out. With a principal-value integral through the pole, one expects it to be exponentially small as T → 0, a physical estimate that has not been formalised here.

Blackbody shifts in optical clocks are commonly split into a static part and a dynamic correction. The shift of the clock frequency is the difference of two level shifts. For one level whose polarizability comes from a single transition, and with the response kept only up to Ω, the correction relative to the static shift of that level is (40π²/21)(T/ω₀)² to leading order, with 40π²/21 ≈ 18.8. The leading term is already near 5% of the static shift at T/ω₀ = 0.05.
